# On a quadratic energy surface with an invertible Hessian, Newton steps never go uphill exactly when the Hessian is positive definite

## A Newton step near an unstable SCF solution

Stretch H₂ far enough and the restricted Hartree–Fock solution is still stationary, but it is no longer a minimum: an orbital rotation that breaks spin symmetry lowers the energy. Suppose an unrestricted SCF optimiser, free to make such rotations, starts near this solution and takes a plain Newton step, built from the gradient and the Hessian. That step aims at a point of zero gradient, and a saddle point satisfies this as well as a minimum does. When can the step be trusted to lower the energy?

Let \(x\) be a vector of finitely many real orbital-rotation parameters. Near a reference, drop the constant and keep terms up to second order:
\[
E(x)=b\cdot x+\tfrac12\,x\cdot Hx .
\]
Here \(b\) is the gradient at the reference \(x=0\) and \(H\) is the orbital Hessian, a real symmetric matrix. The gradient at \(x\) and the Newton step from \(x\) are
\[
g=b+Hx,\qquad s=-H^{-1}g .
\]
The step requires \(H\) to be invertible, which means that no direction is a zero mode. At a stationary reference, redundant rotations among occupied orbitals produce zero modes, and so does a continuous symmetry that the reference breaks, provided that the allowed orbital rotations include the symmetry operation. Such modes must be removed before \(H\) can be inverted.

## The energy change and its sign

For symmetric invertible \(H\) and any \(b\), the theorem `newton_descent_iff_posDef` says two things:

- From every \(x\), the Newton step changes the energy by \(-\tfrac12\,g\cdot H^{-1}g\).
- This change is nonpositive for every \(x\) if and only if \(H\) is positive definite.

In the Lean statement, `n` is a finite index type for the rotation parameters, and vectors are functions `n → ℝ`. The symbol `⬝ᵥ` is the dot product and `*ᵥ` applies a matrix to a vector. The definitions `energy`, `gradient` and `newtonStep` are \(E\), \(g\) and \(s\). The hypothesis `H.IsSymm` is the symmetry of the Hessian, and `IsUnit H.det` says that its determinant is nonzero. The conclusion `H.PosDef` means that \(H\) is symmetric and \(v\cdot Hv>0\) for every \(v\neq0\).

The quantifier over \(x\) matters: a single descending step does not establish stability. The result concerns the quadratic model only. The full SCF energy has higher-order terms, so a long step can behave differently there. Complex rotations are not treated.

## From the expansion to the equivalence

**Expansion.** For any displacement \(s\),
\[
E(x+s)=b\cdot x+b\cdot s+\tfrac12\left(x\cdot Hx+x\cdot Hs+s\cdot Hx+s\cdot Hs\right).
\]
Symmetry gives \(x\cdot Hs=s\cdot Hx\), so
\[
E(x+s)=E(x)+g\cdot s+\tfrac12\,s\cdot Hs .
\]
With \(s=td\), the derivative at \(t=0\) is \(g\cdot d\), which confirms that \(g\) is the gradient.

**Energy change.** The Newton step satisfies \(Hs=-g\). The new gradient is \(g+Hs=0\), so the step lands on a stationary point. Since \(g\cdot s=-s\cdot Hs\),
\[
E(x+s)-E(x)=-s\cdot Hs+\tfrac12\,s\cdot Hs=-\tfrac12\,s\cdot Hs .
\]
Also \(s\cdot Hs=-s\cdot g=g\cdot H^{-1}g\), which gives the stated formula. If \(H\) is positive definite, then \(s\cdot Hs\ge0\) and the change is nonpositive.

**Every direction is a Newton step.** Conversely, assume that the change is nonpositive from every point. Let \(x_0\) be the stationary point reached by a Newton step from the origin. At \(x_0+v\) the gradient is \(Hv\), so the Newton step is \(-v\) and the energy changes by \(-\tfrac12\,v\cdot Hv\). The assumption gives \(v\cdot Hv\ge0\) for every \(v\).

**From nonnegative to positive.** Suppose \(v\cdot Hv=0\) and put \(w=Hv\). By symmetry \(v\cdot Hw=w\cdot w\), so for every real \(t\)
\[
0\le (v+tw)\cdot H(v+tw)=2t\,(w\cdot w)+t^2\,(w\cdot Hw).
\]
The discriminant of this polynomial in \(t\) must be at most zero, so \(4(w\cdot w)^2\le0\). Hence \(w=0\), and invertibility gives \(v=H^{-1}w=0\). The form is therefore strictly positive on nonzero vectors.

## Negative curvature and the level shift

If \(v\cdot Hv<0\), the same formula shows that the Newton step from \(x_0+v\) raises the energy by \(-\tfrac12\,v\cdot Hv>0\). The step returns to the stationary point \(x_0\), a saddle point or a maximum, from a lower place.

A level shift replaces \(H\) by \(H+\mu\), short for \(H+\mu I\) with \(I\) the identity matrix, and so adds a constant \(\mu\ge0\) to every Hessian eigenvalue. Physically, \(\mu\) is an artificial stiffness against orbital rotation. Choose it so that \(H+\mu\) is positive definite, and define \(s\) by \((H+\mu)s=-g\). Then \(g\cdot s=-s\cdot(H+\mu)s\), and the expansion gives
\[
E(x+s)-E(x)=-\tfrac12\,s\cdot(H+\mu)s-\tfrac{\mu}{2}\,s\cdot s .
\]
If \(g\neq0\), then \(s\neq0\) and the first term is strictly negative. The shifted step lowers the model energy even when \(H\) is indefinite.

## Two rotation parameters, one unstable

Take \(b=0\) and \(H=\mathrm{diag}(2,-1)\), so that \(E=x_1^2-\tfrac12x_2^2\), with a saddle at the origin.

- From \((1,1)\) the gradient is \((2,-1)\) and the Newton step is \((-1,-1)\). The energy falls from \(\tfrac12\) to \(0\), although \(H\) is indefinite.
- From \((0,1)\) the gradient is \((0,-1)\) and the Newton step is \((0,-1)\). The energy rises from \(-\tfrac12\) to \(0\).
- From \((0,1)\) with \(\mu=2\), the shifted matrix is \(\mathrm{diag}(4,1)\) and the step is \((0,1)\). The energy falls from \(-\tfrac12\) to \(-2\).

## Steps that never go downhill

Replace \(E\) by \(-E\), that is, \(b\) by \(-b\) and \(H\) by \(-H\). The Newton step is unchanged, because the two signs cancel in \(H^{-1}g\), while the energy change reverses sign. It follows that the Newton step never lowers the energy, from any starting point, exactly when \(H\) is negative definite. This mirror statement is a corollary by hand and does not appear in the code.

## The Lean development

```lean
import Mathlib

open Matrix

namespace NewtonStepStability

noncomputable section

variable {n : Type*} [Fintype n]

/-- The quadratic energy model `E(x) = b·x + x·Hx/2` in the orbital-rotation parameters `x`. -/
def energy (b : n → ℝ) (H : Matrix n n ℝ) (x : n → ℝ) : ℝ :=
  b ⬝ᵥ x + (x ⬝ᵥ H *ᵥ x) / 2

/-- The orbital gradient `g = b + Hx`. -/
def gradient (b : n → ℝ) (H : Matrix n n ℝ) (x : n → ℝ) : n → ℝ :=
  b + H *ᵥ x

/-- For a symmetric Hessian, the energy after a step `s` is the old energy plus a gradient term
and a curvature term. -/
theorem energy_add {H : Matrix n n ℝ} (hH : H.IsSymm) (b x s : n → ℝ) :
    energy b H (x + s) = energy b H x + gradient b H x ⬝ᵥ s + (s ⬝ᵥ H *ᵥ s) / 2 := by
  -- symmetry makes the two cross terms equal
  have h1 : x ⬝ᵥ H *ᵥ s = s ⬝ᵥ H *ᵥ x := by
    rw [Matrix.dotProduct_mulVec, ← Matrix.mulVec_transpose, hH.eq, dotProduct_comm]
  have h2 : (H *ᵥ x) ⬝ᵥ s = s ⬝ᵥ H *ᵥ x := dotProduct_comm _ _
  simp only [energy, gradient, Matrix.mulVec_add, dotProduct_add, add_dotProduct]
  linear_combination h1 / 2 - h2

/-- For a symmetric Hessian, the slope of the energy at `x` along any direction `d` is `g·d`. -/
theorem hasDerivAt_energy {H : Matrix n n ℝ} (hH : H.IsSymm) (b x d : n → ℝ) :
    HasDerivAt (fun t : ℝ => energy b H (x + t • d)) (gradient b H x ⬝ᵥ d) 0 := by
  have h : (fun t : ℝ => energy b H (x + t • d)) = fun t : ℝ =>
      (energy b H x + t * (gradient b H x ⬝ᵥ d)) + t ^ 2 * ((d ⬝ᵥ H *ᵥ d) / 2) := by
    funext t
    rw [energy_add hH]
    simp only [dotProduct_smul, smul_dotProduct, Matrix.mulVec_smul, smul_eq_mul]
    ring
  rw [h]
  have h1 := ((hasDerivAt_id' (0 : ℝ)).mul_const (gradient b H x ⬝ᵥ d)).const_add (energy b H x)
  have h2 := ((hasDerivAt_id' (0 : ℝ)).fun_pow 2).mul_const ((d ⬝ᵥ H *ᵥ d) / 2)
  exact (h1.fun_add h2).congr_deriv (by simp)

variable [DecidableEq n]

/-- The level-shifted Newton step `-(H + μ)⁻¹ g`. -/
def shiftedStep (b : n → ℝ) (H : Matrix n n ℝ) (μ : ℝ) (x : n → ℝ) : n → ℝ :=
  -((H + μ • (1 : Matrix n n ℝ))⁻¹ *ᵥ gradient b H x)

/-- The Newton step `-H⁻¹ g`. -/
def newtonStep (b : n → ℝ) (H : Matrix n n ℝ) (x : n → ℝ) : n → ℝ :=
  -(H⁻¹ *ᵥ gradient b H x)

/-- For an invertible Hessian, the Newton step `s` solves the Newton equation `H s = -g`. -/
theorem newton_equation {H : Matrix n n ℝ} (hdet : IsUnit H.det) (b x : n → ℝ) :
    H *ᵥ newtonStep b H x = -gradient b H x := by
  rw [newtonStep, Matrix.mulVec_neg, Matrix.mulVec_mulVec, Matrix.mul_nonsing_inv H hdet,
    Matrix.one_mulVec]

/-- For an invertible Hessian, one Newton step from any point reaches a point where `b + Hx`
vanishes. -/
theorem gradient_after_newton {H : Matrix n n ℝ} (hdet : IsUnit H.det) (b x : n → ℝ) :
    gradient b H (x + newtonStep b H x) = 0 := by
  rw [gradient, Matrix.mulVec_add, newton_equation hdet, gradient]
  abel

/-- For an invertible Hessian, the Newton step from `x₀ + v` is `-v` whenever `b + Hx₀ = 0`. -/
theorem newtonStep_displaced {H : Matrix n n ℝ} (hdet : IsUnit H.det) {b x₀ : n → ℝ}
    (h0 : gradient b H x₀ = 0) (v : n → ℝ) : newtonStep b H (x₀ + v) = -v := by
  have hg : gradient b H (x₀ + v) = H *ᵥ v := by
    change b + H *ᵥ x₀ = 0 at h0
    rw [gradient, Matrix.mulVec_add, ← add_assoc, h0, zero_add]
  rw [newtonStep, hg, Matrix.mulVec_mulVec, Matrix.nonsing_inv_mul H hdet, Matrix.one_mulVec]

/-- For a symmetric invertible Hessian, the Newton step `s` changes the energy by `-s·Hs/2`. -/
theorem newton_change_curvature {H : Matrix n n ℝ} (hH : H.IsSymm) (hdet : IsUnit H.det)
    (b x : n → ℝ) : energy b H (x + newtonStep b H x) - energy b H x =
      -(newtonStep b H x ⬝ᵥ H *ᵥ newtonStep b H x) / 2 := by
  have h : newtonStep b H x ⬝ᵥ H *ᵥ newtonStep b H x =
      -(gradient b H x ⬝ᵥ newtonStep b H x) := by
    rw [newton_equation hdet, dotProduct_neg,
      dotProduct_comm (newtonStep b H x) (gradient b H x)]
  rw [energy_add hH]
  linear_combination h

/-- For a symmetric invertible Hessian the Newton step changes the energy by `-g·H⁻¹g/2`, and
this change is nonpositive from every starting point exactly when `H` is positive definite. -/
theorem newton_descent_iff_posDef {H : Matrix n n ℝ} (hH : H.IsSymm) (hdet : IsUnit H.det)
    (b : n → ℝ) :
    (∀ x, energy b H (x + newtonStep b H x) - energy b H x =
      -(gradient b H x ⬝ᵥ H⁻¹ *ᵥ gradient b H x) / 2) ∧
    ((∀ x, -(gradient b H x ⬝ᵥ H⁻¹ *ᵥ gradient b H x) / 2 ≤ 0) ↔ H.PosDef) := by
  have key : ∀ x, energy b H (x + newtonStep b H x) - energy b H x =
      -(gradient b H x ⬝ᵥ H⁻¹ *ᵥ gradient b H x) / 2 := by
    intro x
    rw [newton_change_curvature hH hdet, newton_equation hdet, dotProduct_neg,
      dotProduct_comm (newtonStep b H x) (gradient b H x), newtonStep, dotProduct_neg, neg_neg]
  refine ⟨key, fun h => ?_, fun hpd x => ?_⟩
  · -- every direction is a Newton step from some point, so no curvature is negative
    have hnn : ∀ v : n → ℝ, 0 ≤ v ⬝ᵥ H *ᵥ v := by
      intro v
      have h1 := h ((0 + newtonStep b H 0) + v)
      rw [← key, newton_change_curvature hH hdet,
        newtonStep_displaced hdet (gradient_after_newton hdet b 0) v] at h1
      simp only [Matrix.mulVec_neg, dotProduct_neg, neg_dotProduct, neg_neg] at h1
      linarith
    have hherm : H.IsHermitian := by
      rw [Matrix.IsHermitian, Matrix.conjTranspose_eq_transpose_of_trivial]
      exact hH
    refine Matrix.posDef_iff_dotProduct_mulVec.mpr ⟨hherm, fun v hv => ?_⟩
    rw [star_trivial]
    refine lt_of_le_of_ne (hnn v) fun hzero => hv ?_
    -- a direction of zero curvature lies in the kernel of `H`, by a discriminant argument
    have hcross : v ⬝ᵥ H *ᵥ (H *ᵥ v) = (H *ᵥ v) ⬝ᵥ (H *ᵥ v) := by
      rw [Matrix.dotProduct_mulVec, ← Matrix.mulVec_transpose, hH.eq]
    have hquad : ∀ t : ℝ, 0 ≤ ((H *ᵥ v) ⬝ᵥ H *ᵥ (H *ᵥ v)) * (t * t) +
        (2 * ((H *ᵥ v) ⬝ᵥ (H *ᵥ v))) * t + 0 := by
      intro t
      have h2 := hnn (v + t • (H *ᵥ v))
      simp only [Matrix.mulVec_add, Matrix.mulVec_smul, dotProduct_add, add_dotProduct,
        dotProduct_smul, smul_dotProduct, smul_eq_mul] at h2
      rw [hcross, ← hzero] at h2
      linarith
    have hd := discrim_le_zero hquad
    rw [discrim] at hd
    have hw : (H *ᵥ v) ⬝ᵥ (H *ᵥ v) = 0 := by
      apply pow_eq_zero_iff (two_ne_zero) |>.mp
      nlinarith [sq_nonneg ((H *ᵥ v) ⬝ᵥ (H *ᵥ v))]
    have hker : H *ᵥ v = 0 := dotProduct_self_eq_zero.mp hw
    rw [← Matrix.one_mulVec v, ← Matrix.nonsing_inv_mul H hdet, ← Matrix.mulVec_mulVec, hker,
      Matrix.mulVec_zero]
  · rw [← key, newton_change_curvature hH hdet]
    have h3 := hpd.posSemidef.dotProduct_mulVec_nonneg (newtonStep b H x)
    rw [star_trivial] at h3
    linarith

/-- For a symmetric invertible Hessian, if `v` is a direction of negative curvature, the Newton step
from a stationary point displaced by `v` raises the energy. -/
theorem newton_raises_energy {H : Matrix n n ℝ} (hH : H.IsSymm) (hdet : IsUnit H.det)
    {b x₀ v : n → ℝ} (h0 : gradient b H x₀ = 0) (hv : v ⬝ᵥ H *ᵥ v < 0) :
    energy b H (x₀ + v) < energy b H ((x₀ + v) + newtonStep b H (x₀ + v)) := by
  have h := newton_change_curvature hH hdet b (x₀ + v)
  rw [newtonStep_displaced hdet h0 v] at h ⊢
  simp only [Matrix.mulVec_neg, dotProduct_neg, neg_dotProduct, neg_neg] at h
  linarith

/-- If `μ ≥ 0` and `H + μ` is positive definite, the level-shifted Newton step lowers the energy
at every point with nonzero gradient. -/
theorem shiftedStep_lowers_energy {H : Matrix n n ℝ} {μ : ℝ} (hμ : 0 ≤ μ)
    (hpd : (H + μ • (1 : Matrix n n ℝ)).PosDef) {b x : n → ℝ} (hg : gradient b H x ≠ 0) :
    energy b H (x + shiftedStep b H μ x) < energy b H x := by
  have hH : Hᵀ = H := by
    have h := hpd.isHermitian.eq
    rw [Matrix.conjTranspose_eq_transpose_of_trivial] at h
    simpa [Matrix.transpose_add, Matrix.transpose_smul] using h
  -- the shifted Newton equation `(H + μ) s = -g`
  have hs : (H + μ • (1 : Matrix n n ℝ)) *ᵥ shiftedStep b H μ x = -gradient b H x := by
    rw [shiftedStep, Matrix.mulVec_neg, Matrix.mulVec_mulVec,
      Matrix.mul_nonsing_inv _ hpd.det_pos.ne'.isUnit, Matrix.one_mulVec]
  rw [energy_add hH]
  generalize shiftedStep b H μ x = s at hs ⊢
  have hs0 : s ≠ 0 := by
    rintro rfl
    rw [Matrix.mulVec_zero] at hs
    exact hg (neg_eq_zero.mp hs.symm)
  have hpos := hpd.dotProduct_mulVec_pos hs0
  rw [star_trivial] at hpos
  have h1 : s ⬝ᵥ (H + μ • (1 : Matrix n n ℝ)) *ᵥ s = -(gradient b H x ⬝ᵥ s) := by
    rw [hs, dotProduct_neg, dotProduct_comm s (gradient b H x)]
  have h2 : s ⬝ᵥ (H + μ • (1 : Matrix n n ℝ)) *ᵥ s = s ⬝ᵥ H *ᵥ s + μ * (s ⬝ᵥ s) := by
    rw [Matrix.add_mulVec, Matrix.smul_mulVec, Matrix.one_mulVec, dotProduct_add,
      dotProduct_smul, smul_eq_mul]
  have h3 : 0 ≤ s ⬝ᵥ s := Finset.sum_nonneg fun i _ => mul_self_nonneg (s i)
  have h4 := mul_nonneg hμ h3
  linarith

end

end NewtonStepStability
```

```lean
#print axioms NewtonStepStability.hasDerivAt_energy
-- 'NewtonStepStability.hasDerivAt_energy' depends on axioms: [propext, Classical.choice, Quot.sound]
#print axioms NewtonStepStability.newton_descent_iff_posDef
-- 'NewtonStepStability.newton_descent_iff_posDef' depends on axioms: [propext, Classical.choice, Quot.sound]
#print axioms NewtonStepStability.newton_raises_energy
-- 'NewtonStepStability.newton_raises_energy' depends on axioms: [propext, Classical.choice, Quot.sound]
#print axioms NewtonStepStability.shiftedStep_lowers_energy
-- 'NewtonStepStability.shiftedStep_lowers_energy' depends on axioms: [propext, Classical.choice, Quot.sound]
```

## How the proof follows the derivation

`energy_add` is the exact expansion. Its `h1` uses symmetry to equate the two cross terms, and `linear_combination` collects the rest. `hasDerivAt_energy` uses the expansion to write the energy along a line as a polynomial in `t`, then differentiates it at zero.

`newton_equation` proves \(Hs=-g\) from \(HH^{-1}=1\), and `gradient_after_newton` concludes that the new gradient vanishes. `newtonStep_displaced` computes the gradient \(Hv\) at a displaced stationary point and uses \(H^{-1}H=1\) to obtain the step \(-v\). `newton_change_curvature` inserts the Newton equation into the expansion to get \(-\tfrac12\,s\cdot Hs\).

In `newton_descent_iff_posDef`, `key` rewrites that curvature expression as \(-\tfrac12\,g\cdot H^{-1}g\). This settles the first claim and links the inequality in the second claim to an actual energy change.

For the implication from descent to positive definiteness, the hypothesis is applied at `(0 + newtonStep b H 0) + v`. The part in parentheses is the stationary point \(x_0\), and the result is `hnn`, the nonnegativity of the form. Then `hcross` is the identity \(v\cdot Hw=w\cdot w\), `hquad` is the nonnegative polynomial in \(t\), and `discrim_le_zero` supplies the discriminant inequality. From it come `hw`, which says \(w\cdot w=0\), and `hker`, which says \(Hv=0\). The last rewrite multiplies by \(H^{-1}\) to reach \(v=0\). The opposite implication applies the nonnegativity of a positive definite form to the Newton step.

`newton_raises_energy` combines the displaced step with the curvature formula. `shiftedStep_lowers_energy` has no separate symmetry hypothesis, since the symmetry of \(H\) follows from the positive definiteness of \(H+\mu\). There `hs` is the shifted Newton equation and `hs0` shows that the step is nonzero. The facts `h1` and `h2` express \(s\cdot(H+\mu)s\) in two ways, and `linarith` combines them with the signs of the two terms.

For second-order SCF, within this quadratic model with finitely many real parameters, a falling energy in one Newton iteration is not a stability test; the sign of the lowest Hessian eigenvalue is.
